# Löwdin and Schmidt orthogonalization make the transition dipole of two overlapping states origin-independent

Let $g$ and $e$ be real unit vectors with overlap $s=\langle g,e\rangle$, $|s|<1$, and let the symmetric operator $X$ be a component of the electronic dipole, with raw transition element $d=\langle g,Xe\rangle$. Replacing $X$ by $X+c$ changes $d$ by $cs$, so for $s\neq0$ a suitable origin gives $d$ any value whatever. The dipole between the Löwdin-orthogonalized states, and the dipole between $g$ and the state obtained by orthogonalizing $e$ to $g$, are for every $c$

$$\frac{d-\tfrac s2\left(\langle g,Xg\rangle+\langle e,Xe\rangle\right)}{1-s^2}
\qquad\text{and}\qquad
\frac{d-s\langle g,Xg\rangle}{\sqrt{1-s^2}} .$$

The case arises in ΔSCF calculations, where ground and excited states are optimized separately and need not be orthogonal. For two real states, either orthogonalization gives an electronic transition dipole that does not depend on the choice of origin.

## States, operator and shift

The states are vectors in a real inner-product space `E` of any dimension. The operator $X$ stands for one Cartesian component of the electronic dipole. It is a linear map defined on all of `E`, as in a finite basis; the unbounded position operator on a full $L^2$ space does not fit this description. Complex states are left aside.

```lean
import Mathlib

open Matrix
open scoped InnerProductSpace

namespace DeltaSCFDipole

noncomputable section

variable {E : Type*} [NormedAddCommGroup E] [InnerProductSpace ℝ E]
```

The matrix element $\langle u,Xv\rangle$ is written `dipole X u v`, so $d$ is `dipole X g e`.

```lean
/-- The matrix element `⟨u, X v⟩` of the operator `X` between two states. -/
def dipole (X : E →ₗ[ℝ] E) (u v : E) : ℝ := ⟪u, X v⟫_ℝ
```

Moving the origin adds a constant to the electronic dipole operator, proportional to the displacement and to the number of electrons. Here that constant is $c$, multiplying the identity. If the dipole of the fixed nuclei is included in the operator, the constant is proportional to the total charge instead, so for a neutral molecule even the raw element does not depend on the origin.

```lean
/-- The operator `X + c`, that is, `X` after a shift of the origin that adds the constant `c` to it.
-/
def shift (X : E →ₗ[ℝ] E) (c : ℝ) : E →ₗ[ℝ] E := X + c • LinearMap.id
```

## Two ways to orthogonalize

Set $p=1/\sqrt{1+s}$ and $q=1/\sqrt{1-s}$. In its own Löwdin vector, a state has the weight $a=(p+q)/2$.

```lean
/-- Weight of a state in its own Löwdin vector, for overlap `s` with `|s| < 1`. -/
def ownCoeff (s : ℝ) : ℝ := (1 / √(1 + s) + 1 / √(1 - s)) / 2
```

The other state enters with the weight $b=(p-q)/2$.

```lean
/-- Weight of the other state in a Löwdin vector, for overlap `s` with `|s| < 1`. -/
def mixCoeff (s : ℝ) : ℝ := (1 / √(1 + s) - 1 / √(1 - s)) / 2
```

The Löwdin pair is therefore $g'=ag+be$ and $e'=ae+bg$, in Lean `lowdin g e` and `lowdin e g`.

```lean
/-- The Löwdin vector belonging to `u` in the pair of unit vectors `u, v`, for overlap of modulus
below one. The vector belonging to `v` is `lowdin v u`. -/
def lowdin (u v : E) : E := ownCoeff ⟪u, v⟫_ℝ • u + mixCoeff ⟪u, v⟫_ℝ • v
```

The Schmidt prescription keeps $g$ and replaces $e$ by $\tilde e=(e-sg)/\sqrt{1-s^2}$.

```lean
/-- The unit vector `e` orthogonalized to the unit vector `g` and normalized, for overlap of modulus
below one. -/
def schmidt (g e : E) : E := (1 / √(1 - ⟪g, e⟫_ℝ ^ 2)) • (e - ⟪g, e⟫_ℝ • g)
```

To confirm that $a$ and $b$ are the Löwdin coefficients, they have to be compared with the overlap matrix
$$S=\begin{pmatrix}1&s\\s&1\end{pmatrix}.$$

```lean
/-- The overlap matrix of two unit vectors with overlap `s`. -/
def overlapMatrix (s : ℝ) : Matrix (Fin 2) (Fin 2) ℝ := !![1, s; s, 1]
```

The coefficients form the matrix
$$L=\begin{pmatrix}a&b\\b&a\end{pmatrix}.$$

```lean
/-- The matrix of Löwdin coefficients, for overlap `s` with `|s| < 1`. -/
def lowdinMatrix (s : ℝ) : Matrix (Fin 2) (Fin 2) ℝ :=
  !![ownCoeff s, mixCoeff s; mixCoeff s, ownCoeff s]
```

## The raw element follows the origin

By linearity, for any two vectors,
$$\langle u,(X+c)v\rangle=\langle u,Xv\rangle+c\langle u,v\rangle .$$
The proof expands the definitions and the inner product.

```lean
/-- Shifting the operator by `c` changes a matrix element by `c` times the overlap. -/
theorem dipole_shift (X : E →ₗ[ℝ] E) (c : ℝ) (u v : E) :
    dipole (shift X c) u v = dipole X u v + c * ⟪u, v⟫_ℝ := by
  simp only [dipole, shift, LinearMap.add_apply, LinearMap.smul_apply, LinearMap.id_apply,
    inner_add_right, real_inner_smul_right]
```

With $u=g$ and $v=e$ the change is $cs$. If $s\neq0$, the choice $c=(t-d)/s$ turns $d$ into any prescribed $t$, and the proof supplies this $c$.

```lean
/-- Between states with nonzero overlap, the raw matrix element can be given any value `t`
by a shift of the origin. -/
theorem raw_dipole_arbitrary (X : E →ₗ[ℝ] E) {g e : E} (hs : ⟪g, e⟫_ℝ ≠ 0) (t : ℝ) :
    ∃ c, dipole (shift X c) g e = t := by
  refine ⟨(t - dipole X g e) / ⟪g, e⟫_ℝ, ?_⟩
  have h : (t - dipole X g e) / ⟪g, e⟫_ℝ * ⟪g, e⟫_ℝ = t - dipole X g e := by field_simp
  rw [dipole_shift, h]
  ring
```

## The Löwdin coefficients

Since $a^2+b^2=(p^2+q^2)/2$ and $2ab=(p^2-q^2)/2$,
$$a^2+b^2+2abs=\tfrac12\left[(1+s)p^2+(1-s)q^2\right]=1,$$
$$2ab+(a^2+b^2)s=\tfrac12\left[(1+s)p^2-(1-s)q^2\right]=0.$$
In the code `hp` and `hq` are $(1+s)p^2=1$ and $(1-s)q^2=1$; half their sum and half their difference give the two lines.

```lean
/-- For `|s| < 1` the Löwdin coefficients satisfy the normalization and the orthogonality
condition of a pair of unit vectors with overlap `s`. -/
theorem coeff_identities {s : ℝ} (hs : |s| < 1) :
    ownCoeff s ^ 2 + mixCoeff s ^ 2 + 2 * ownCoeff s * mixCoeff s * s = 1 ∧
    2 * ownCoeff s * mixCoeff s + (ownCoeff s ^ 2 + mixCoeff s ^ 2) * s = 0 := by
  obtain ⟨h1, h2⟩ := abs_lt.mp hs
  have p1 : 0 < 1 + s := by linarith
  have p2 : 0 < 1 - s := by linarith
  have hp : (1 + s) * (1 / √(1 + s)) ^ 2 = 1 := by
    rw [div_pow, one_pow, Real.sq_sqrt p1.le]
    exact mul_one_div_cancel p1.ne'
  have hq : (1 - s) * (1 / √(1 - s)) ^ 2 = 1 := by
    rw [div_pow, one_pow, Real.sq_sqrt p2.le]
    exact mul_one_div_cancel p2.ne'
  unfold ownCoeff mixCoeff
  constructor
  · linear_combination hp / 2 + hq / 2
  · linear_combination hp / 2 - hq / 2
```

These expressions are the diagonal and off-diagonal entries of $L^2S$, so $L^2S=1$. Moreover
$$x\cdot Lx=\tfrac p2(x_0+x_1)^2+\tfrac q2(x_0-x_1)^2,$$
which is positive for $x\neq0$, because the sum and the difference cannot both vanish. As $L$ is visibly symmetric, it is the positive definite inverse square root of $S$. The proof checks the four entries, then distinguishes whether $x_0+x_1$ is zero.

```lean
/-- For `|s| < 1` the matrix of Löwdin coefficients is the positive definite inverse square
root of the overlap matrix. -/
theorem lowdinMatrix_inverse_sqrt {s : ℝ} (hs : |s| < 1) :
    lowdinMatrix s * lowdinMatrix s * overlapMatrix s = 1 ∧
    ∀ x : Fin 2 → ℝ, x ≠ 0 → 0 < x ⬝ᵥ (lowdinMatrix s *ᵥ x) := by
  obtain ⟨k1, k2⟩ := coeff_identities hs
  obtain ⟨h1, h2⟩ := abs_lt.mp hs
  constructor
  · ext i j
    fin_cases i <;> fin_cases j <;>
      simp [lowdinMatrix, overlapMatrix, Matrix.mul_apply, Fin.sum_univ_two]
    · linear_combination k1
    · linear_combination k2
    · linear_combination k2
    · linear_combination k1
  · intro x hx
    have hp : 0 < 1 / √(1 + s) := one_div_pos.mpr (Real.sqrt_pos.mpr (by linarith))
    have hq : 0 < 1 / √(1 - s) := one_div_pos.mpr (Real.sqrt_pos.mpr (by linarith))
    -- the quadratic form is diagonal in the sum and difference of the components
    have key : x ⬝ᵥ (lowdinMatrix s *ᵥ x) = 1 / √(1 + s) / 2 * (x 0 + x 1) ^ 2
        + 1 / √(1 - s) / 2 * (x 0 - x 1) ^ 2 := by
      simp [lowdinMatrix, ownCoeff, mixCoeff, Matrix.mulVec, dotProduct, Fin.sum_univ_two]
      ring
    rw [key]
    by_cases h : x 0 + x 1 = 0
    · have h' : x 0 - x 1 ≠ 0 := by
        intro h'
        apply hx
        ext i
        fin_cases i
        · change x 0 = 0
          linarith
        · change x 1 = 0
          linarith
      have h3 := lt_of_le_of_ne (sq_nonneg (x 0 - x 1)) (pow_ne_zero 2 h').symm
      exact add_pos_of_nonneg_of_pos (by positivity) (mul_pos (half_pos hq) h3)
    · have h3 := lt_of_le_of_ne (sq_nonneg (x 0 + x 1)) (pow_ne_zero 2 h).symm
      exact add_pos_of_pos_of_nonneg (mul_pos (half_pos hp) h3) (by positivity)
```

The same identities give orthonormality:
$$\|g'\|^2=\|e'\|^2=a^2+b^2+2abs=1,$$
$$\langle g',e'\rangle=2ab+(a^2+b^2)s=0.$$
After expansion with $\langle g,g\rangle=\langle e,e\rangle=1$, each claim is one of the identities `k1` and `k2`.

```lean
/-- The Löwdin vectors of two unit vectors with overlap of modulus below one are normalized
and mutually orthogonal. -/
theorem lowdin_orthonormal {g e : E} (hg : ‖g‖ = 1) (he : ‖e‖ = 1) (hs : |⟪g, e⟫_ℝ| < 1) :
    ‖lowdin g e‖ = 1 ∧ ‖lowdin e g‖ = 1 ∧ ⟪lowdin g e, lowdin e g⟫_ℝ = 0 := by
  obtain ⟨k1, k2⟩ := coeff_identities hs
  have hgg : ⟪g, g⟫_ℝ = 1 := by rw [real_inner_self_eq_norm_sq, hg, one_pow]
  have hee : ⟪e, e⟫_ℝ = 1 := by rw [real_inner_self_eq_norm_sq, he, one_pow]
  have hc : ⟪e, g⟫_ℝ = ⟪g, e⟫_ℝ := real_inner_comm _ _
  refine ⟨?_, ?_, ?_⟩
  · apply (pow_eq_one_iff_of_nonneg (norm_nonneg _) two_ne_zero).mp
    rw [← real_inner_self_eq_norm_sq]
    simp only [lowdin, inner_add_left, inner_add_right, real_inner_smul_left,
      real_inner_smul_right, hgg, hee, hc]
    linear_combination k1
  · apply (pow_eq_one_iff_of_nonneg (norm_nonneg _) two_ne_zero).mp
    rw [← real_inner_self_eq_norm_sq]
    simp only [lowdin, inner_add_left, inner_add_right, real_inner_smul_left,
      real_inner_smul_right, hgg, hee, hc]
    linear_combination k1
  · simp only [lowdin, inner_add_left, inner_add_right, real_inner_smul_left,
      real_inner_smul_right, hgg, hee, hc]
    linear_combination k2
```

## The Löwdin dipole

Symmetry of $X$ gives $\langle e,Xg\rangle=d$, hence
$$\langle g',Xe'\rangle=(a^2+b^2)\,d+ab\left(\langle g,Xg\rangle+\langle e,Xe\rangle\right).$$
Solving the two coefficient identities yields
$$a^2+b^2=\frac1{1-s^2},\qquad 2ab=-\frac s{1-s^2},$$
and substitution produces the Löwdin formula. Lean multiplies through by $1-s^2$ and does the elimination in the final `linear_combination`.

```lean
/-- The matrix element of a symmetric operator between `lowdin g e` and `lowdin e g`, in terms of
the original states, for overlap of modulus below one. -/
theorem lowdin_dipole {X : E →ₗ[ℝ] E} (hX : X.IsSymmetric) {g e : E}
    (hs : |⟪g, e⟫_ℝ| < 1) :
    dipole X (lowdin g e) (lowdin e g) =
      (dipole X g e - ⟪g, e⟫_ℝ * (dipole X g g + dipole X e e) / 2) / (1 - ⟪g, e⟫_ℝ ^ 2) := by
  obtain ⟨k1, k2⟩ := coeff_identities hs
  obtain ⟨h1, h2⟩ := abs_lt.mp hs
  have hpos : 0 < 1 - ⟪g, e⟫_ℝ ^ 2 := by nlinarith
  have hc : ⟪e, g⟫_ℝ = ⟪g, e⟫_ℝ := real_inner_comm _ _
  have hsym : ⟪e, X g⟫_ℝ = ⟪g, X e⟫_ℝ := (real_inner_comm _ _).trans (hX g e)
  rw [eq_div_iff hpos.ne']
  simp only [dipole, lowdin, map_add, map_smul, inner_add_left, inner_add_right,
    real_inner_smul_left, real_inner_smul_right, hc, hsym]
  linear_combination ⟪g, X e⟫_ℝ * (k1 - ⟪g, e⟫_ℝ * k2)
    + (⟪g, X g⟫_ℝ + ⟪e, X e⟫_ℝ) / 2 * (k2 - ⟪g, e⟫_ℝ * k1)
```

## The Schmidt vector

Here
$$\|e-sg\|^2=1-2s^2+s^2=1-s^2,\qquad \langle g,e-sg\rangle=s-s=0,$$
so $\tilde e$ is normalized and orthogonal to $g$. In the code, `hr` states that the squared prefactor cancels $1-s^2$.

```lean
/-- For a unit vector `g`, a unit vector `e` and overlap of modulus below one, the Schmidt
vector is normalized and orthogonal to `g`. -/
theorem schmidt_orthonormal {g e : E} (hg : ‖g‖ = 1) (he : ‖e‖ = 1)
    (hs : |⟪g, e⟫_ℝ| < 1) : ‖schmidt g e‖ = 1 ∧ ⟪g, schmidt g e⟫_ℝ = 0 := by
  obtain ⟨h1, h2⟩ := abs_lt.mp hs
  have hpos : 0 < 1 - ⟪g, e⟫_ℝ ^ 2 := by nlinarith
  have hgg : ⟪g, g⟫_ℝ = 1 := by rw [real_inner_self_eq_norm_sq, hg, one_pow]
  have hee : ⟪e, e⟫_ℝ = 1 := by rw [real_inner_self_eq_norm_sq, he, one_pow]
  have hc : ⟪e, g⟫_ℝ = ⟪g, e⟫_ℝ := real_inner_comm _ _
  have hr : (1 - ⟪g, e⟫_ℝ ^ 2) * (1 / √(1 - ⟪g, e⟫_ℝ ^ 2)) ^ 2 = 1 := by
    rw [div_pow, one_pow, Real.sq_sqrt hpos.le]
    exact mul_one_div_cancel hpos.ne'
  constructor
  · apply (pow_eq_one_iff_of_nonneg (norm_nonneg _) two_ne_zero).mp
    rw [← real_inner_self_eq_norm_sq]
    simp only [schmidt, inner_sub_left, inner_sub_right, real_inner_smul_left,
      real_inner_smul_right, hgg, hee, hc]
    linear_combination hr
  · simp only [schmidt, inner_sub_right, real_inner_smul_right, hgg]
    ring
```

## The shift drops out

Apply the shift rule to the orthogonal pairs:
$$\langle g',(X+c)e'\rangle=\langle g',Xe'\rangle+c\cdot0,$$
$$\langle g,(X+c)\tilde e\rangle=\langle g,X\tilde e\rangle+c\cdot0=\frac{d-s\langle g,Xg\rangle}{\sqrt{1-s^2}} .$$
The theorem has the shifted operator on the left and only the unshifted $X$ on the right, so it contains both the formulas and their independence of $c$. Its proof removes the shift by orthogonality, then uses `lowdin_dipole` for the first part and linearity for the second.

```lean
/-- For unit vectors with overlap of modulus below one and a symmetric operator `X`, the
Löwdin and Schmidt dipoles of `X + c` are given, for every `c`, by formulas in `X` alone. -/
theorem orthogonalized_dipoles_shift_invariant {X : E →ₗ[ℝ] E} (hX : X.IsSymmetric) {g e : E}
    (hg : ‖g‖ = 1) (he : ‖e‖ = 1) (hs : |⟪g, e⟫_ℝ| < 1) (c : ℝ) :
    dipole (shift X c) (lowdin g e) (lowdin e g) =
      (dipole X g e - ⟪g, e⟫_ℝ * (dipole X g g + dipole X e e) / 2) / (1 - ⟪g, e⟫_ℝ ^ 2) ∧
    dipole (shift X c) g (schmidt g e) =
      (dipole X g e - ⟪g, e⟫_ℝ * dipole X g g) / √(1 - ⟪g, e⟫_ℝ ^ 2) := by
  constructor
  · -- the shift multiplies an overlap that vanishes
    rw [dipole_shift, (lowdin_orthonormal hg he hs).2.2, mul_zero, add_zero,
      lowdin_dipole hX hs]
  · rw [dipole_shift, (schmidt_orthonormal hg he hs).2, mul_zero, add_zero]
    simp only [dipole, schmidt, map_smul, map_sub, inner_sub_right, real_inner_smul_right]
    ring
```

## Two sites with overlap 3/5

Origin-independence does not single out one value. Take one particle on two orthonormal sites $u$ and $v$ at positions $0$ and $1$. Its position operator is the projector on $v$.

```lean
/-- The operator `w ↦ ⟨v, w⟩ v`; for a unit vector `v` it is the projector on `v`. -/
def siteProjector (v : E) : E →ₗ[ℝ] E where
  toFun w := ⟪v, w⟫_ℝ • v
  map_add' x y := by rw [inner_add_right, add_smul]
  map_smul' r x := by rw [real_inner_smul_right, mul_smul, RingHom.id_apply]
```

Let $g=u$ and $e=(3u+4v)/5$. Then $s=3/5$, $d=0$, $\langle g,Xg\rangle=0$ and $\langle e,Xe\rangle=16/25$. The two dipoles are
$$\frac{0-\frac35\cdot\frac12\cdot\frac{16}{25}}{\frac{16}{25}}=-\frac3{10},\qquad \frac{0-0}{\frac45}=0.$$

Now shift by $c=1$. The raw element becomes $3/5$, and the two diagonal elements become $1$ and $41/25$. The formulas return the same values:
$$\frac{\frac35-\frac35\cdot\frac{33}{25}}{\frac{16}{25}}=-\frac3{10},\qquad \frac{\frac35-\frac35}{\frac45}=0.$$

The theorem below records the unshifted values. It obtains the first from `lowdin_dipole`, after checking that the projector is symmetric, and the second from $\langle u,v\rangle=0$. A reported ΔSCF transition dipole between overlapping states should therefore name its orthogonalization, since even in this one-particle model the two prescriptions disagree.

```lean
/-- Two orthonormal sites `u, v`, the projector on `v` as operator, and the states `u` and
`(3u + 4v)/5`: the Löwdin dipole is `-3/10` and the Schmidt dipole is zero. -/
theorem prescriptions_differ {u v e : E} (hu : ‖u‖ = 1) (hv : ‖v‖ = 1) (huv : ⟪u, v⟫_ℝ = 0)
    (he : e = (3 / 5 : ℝ) • u + (4 / 5 : ℝ) • v) :
    dipole (siteProjector v) (lowdin u e) (lowdin e u) = -3 / 10 ∧
    dipole (siteProjector v) u (schmidt u e) = 0 := by
  have huu : ⟪u, u⟫_ℝ = 1 := by rw [real_inner_self_eq_norm_sq, hu, one_pow]
  have hvv : ⟪v, v⟫_ℝ = 1 := by rw [real_inner_self_eq_norm_sq, hv, one_pow]
  have hvu : ⟪v, u⟫_ℝ = 0 := (real_inner_comm _ _).trans huv
  have hue : ⟪u, e⟫_ℝ = 3 / 5 := by
    rw [he, inner_add_right, real_inner_smul_right, real_inner_smul_right, huu, huv]
    norm_num
  have hve : ⟪v, e⟫_ℝ = 4 / 5 := by
    rw [he, inner_add_right, real_inner_smul_right, real_inner_smul_right, hvu, hvv]
    norm_num
  have hev : ⟪e, v⟫_ℝ = 4 / 5 := (real_inner_comm _ _).trans hve
  have hd : ∀ a b : E, dipole (siteProjector v) a b = ⟪v, b⟫_ℝ * ⟪a, v⟫_ℝ :=
    fun a b => real_inner_smul_right _ _ _
  have hX : (siteProjector v).IsSymmetric := by
    intro x y
    change ⟪⟪v, x⟫_ℝ • v, y⟫_ℝ = ⟪x, ⟪v, y⟫_ℝ • v⟫_ℝ
    rw [real_inner_smul_left, real_inner_smul_right, real_inner_comm v x]
    ring
  have hs : |⟪u, e⟫_ℝ| < 1 := by
    rw [hue, abs_lt]
    norm_num
  constructor
  · rw [lowdin_dipole hX hs]
    simp only [hd, hue, hve, hev, hvu, huv]
    norm_num
  · rw [hd, huv, mul_zero]

end

end DeltaSCFDipole
```

```lean
#print axioms DeltaSCFDipole.raw_dipole_arbitrary
#print axioms DeltaSCFDipole.lowdinMatrix_inverse_sqrt
#print axioms DeltaSCFDipole.orthogonalized_dipoles_shift_invariant
#print axioms DeltaSCFDipole.prescriptions_differ
```

```
'DeltaSCFDipole.raw_dipole_arbitrary' depends on axioms: [propext, Classical.choice, Quot.sound]
'DeltaSCFDipole.lowdinMatrix_inverse_sqrt' depends on axioms: [propext, Classical.choice, Quot.sound]
'DeltaSCFDipole.orthogonalized_dipoles_shift_invariant' depends on axioms: [propext, Classical.choice, Quot.sound]
'DeltaSCFDipole.prescriptions_differ' depends on axioms: [propext, Classical.choice, Quot.sound]
```
